# Kugel–Khomskii dimer with equal, orbital-conserving hopping and 0 < 3J < U: the ground states are spin triplets and orbital singlets

## Which states of the bond does Hund's coupling select?

Two neighbouring ions each hold one electron, and each electron can sit in either of two degenerate orbitals, a or b. Hopping t conserves the orbital and is the same for both. When the repulsion U is strong, the electrons stay put, and virtual hops leave an effective interaction between spins and orbitals:

H = −4t² [ Pt Os/(U − 3J) + Ps O1/(U − J) + Ps O2/(U + J) ]

Here J is Hund's coupling, Pt and Ps project onto the spin triplet and singlet, Os projects onto the orbital singlet, O2 projects onto (aa + bb)/√2, and O1 = 1 − Os − O2 covers the other two orbital states.

I have been told that at J = 0 spin and orbital merge into one four-level degree of freedom with SU(4) symmetry, and that for 0 < 3J < U the ground states are exactly those with a spin triplet and an orbital singlet. Can both claims be proved in full and checked by Lean, including the word "exactly"?

## Exchange symmetry at J = 0, energy gaps at J > 0

Yes, both can, taking H as given. The denominators are the energies of the doubly occupied ion reached by a virtual hop, for a repulsion U within one orbital and U − 2J between the two orbitals, with spin exchange and pair hopping both of strength J. For J > 0 the lowest is U − 3J, reached when the two electrons form a spin triplet in different orbitals.

**The symmetric point.** Let S exchange the two spins and T the two orbitals. Then

Pt = (1 + S)/2, Ps = (1 − S)/2, Os = (1 − T)/2, O1 + O2 = 1 − Os = (1 + T)/2.

At J = 0 all three denominators equal U, so the bracket in H is 1/U times

Pt Os + Ps (O1 + O2) = [(1 + S)(1 − T) + (1 − S)(1 + T)]/4 = (1 − ST)/2.

The product ST = W exchanges the complete states of the two sites. Hence, for U ≠ 0,

H = (2t²/U)(W − 1).

For any 4×4 matrix g and one-site states u and v,

W (g ⊗ g)(u ⊗ v) = gv ⊗ gu = (g ⊗ g) W (u ⊗ v),

so H commutes with g ⊗ g. Unitary g of determinant one give the SU(4) symmetry.

**The ground states.** Write Ot = 1 − Os for the orbital triplet projector. Five projectors add up to the identity:

Pt Os + Ps O1 + Ps O2 + Pt Ot + Ps Os = 1.

Let w₁, …, w₅ be their expectation values in a state ψ, in this order. For an orthogonal projector P (Hermitian, with P² = P), as all five are,

⟨ψ|P|ψ⟩ = ⟨Pψ|Pψ⟩ = ‖Pψ‖²,

so every weight is nonnegative, and it vanishes only if Pψ = 0. The weights add up to N = ⟨ψ|ψ⟩, and

⟨H⟩ = −4t² [ w₁/(U − 3J) + w₂/(U − J) + w₃/(U + J) ].

Substituting w₁ = N − w₂ − w₃ − w₄ − w₅ gives

⟨H⟩ + 4t² N/(U − 3J) = 4t² { [1/(U − 3J) − 1/(U − J)] w₂ + [1/(U − 3J) − 1/(U + J)] w₃ + (w₄ + w₅)/(U − 3J) }.

For 0 < 3J < U every coefficient in the braces is positive, so the right-hand side is nonnegative. If t ≠ 0, it vanishes only when w₂ = w₃ = w₄ = w₅ = 0. Four of the five projectors then annihilate ψ, and the resolution of the identity leaves ψ = Pt Os ψ. Conversely, if ψ = Pt Os ψ, then w₁ = N, the other weights vanish, and the bound is attained.

For a normalised state the minimum energy is therefore −4t²/(U − 3J), reached for instance by two up spins with the orbital state (ab − ba)/√2. At J = 0 the first two coefficients vanish, which is why the strict inequality 0 < J matters.

**What the Lean statements say.** A `Site` is a pair (spin, orbital), and a `DimerOp` is a complex 16×16 matrix on two such sites. The indices are ordered site by site, while the projectors act on both spins or on both orbitals. The definition `joint A B` regroups the indices so that `A` acts on the spins and `B` on the orbitals; Pt Os is thus `joint triplet singlet`. The same matrix `singlet` serves for spins and orbitals.

The theorem `hund_zero` assumes `U ≠ 0` and states U·H = 2t²(W − 1), with W written as `pairSwap Site`, together with the commutation for every `g`, unitary or not.

The theorem `ground_space` assumes `t ≠ 0`, `0 < J` and `3 * J < U`. For every vector `ψ`, normalised or not, it gives the lower bound −4t²/(U − 3J) times the squared norm, and says that equality holds if and only if `ψ` lies in the range of `joint triplet singlet`. The energy `expect` is the real part of ⟨ψ|H|ψ⟩, which loses nothing for this Hermitian H.

The Hamiltonian is a definition here; it is not derived from a two-orbital Hubbard model by a Schrieffer–Wolff transformation. That derivation needs t to be small compared with U − 3J, a condition the theorems do not use. Crystal-field splitting and orbital-dependent hopping are absent. For this isolated two-site bond, the result is the familiar tendency of Hund's coupling to favour ferromagnetic spins with alternating orbitals; on a lattice, neighbouring bonds compete.

```lean
import Mathlib

open Matrix
open scoped Kronecker

namespace KugelKhomskiiDimer

noncomputable section

/-- The four levels of one site, labelled by (spin, orbital). -/
abbrev Site := Fin 2 × Fin 2

/-- Operators on the states of two sites with one electron each. -/
abbrev DimerOp := Matrix (Site × Site) (Site × Site) ℂ

/-- The operator exchanging the states of two identical systems. -/
def pairSwap (n : Type) [DecidableEq n] : Matrix (n × n) (n × n) ℂ :=
  Matrix.of fun x y => if x.swap = y then 1 else 0

/-- Projector onto the singlet of two two-level systems (spins or orbitals). -/
def singlet : Matrix (Fin 2 × Fin 2) (Fin 2 × Fin 2) ℂ :=
  (1 / 2 : ℂ) • (1 - pairSwap (Fin 2))

/-- Projector onto the triplet of two two-level systems. -/
def triplet : Matrix (Fin 2 × Fin 2) (Fin 2 × Fin 2) ℂ :=
  (1 / 2 : ℂ) • (1 + pairSwap (Fin 2))

/-- Projector onto the orbital state (aa + bb)/√2. -/
def orbO2 : Matrix (Fin 2 × Fin 2) (Fin 2 × Fin 2) ℂ :=
  Matrix.of fun x y => if x.1 = x.2 ∧ y.1 = y.2 then 1 / 2 else 0

/-- Projector onto the two remaining orbital states. -/
def orbO1 : Matrix (Fin 2 × Fin 2) (Fin 2 × Fin 2) ℂ := 1 - singlet - orbO2

/-- The dimer operator that acts as `A` on the two spins and as `B` on the two orbitals. -/
def joint (A B : Matrix (Fin 2 × Fin 2) (Fin 2 × Fin 2) ℂ) : DimerOp :=
  Matrix.of fun x y =>
    A (x.1.1, x.2.1) (y.1.1, y.2.1) * B (x.1.2, x.2.2) (y.1.2, y.2.2)

/-- The Kugel-Khomskii superexchange Hamiltonian with hopping `t`, repulsion `U` and Hund
coupling `J`, for `U` different from `3J`, `J` and `-J`. -/
def hamiltonian (t U J : ℝ) : DimerOp :=
  (-(4 * t ^ 2)) • ((1 / (U - 3 * J)) • joint triplet singlet
    + (1 / (U - J)) • joint singlet orbO1 + (1 / (U + J)) • joint singlet orbO2)

/-- Orthogonal projectors: Hermitian and idempotent matrices. -/
def IsOrthProj {m : Type} [Fintype m] (P : Matrix m m ℂ) : Prop := Pᴴ = P ∧ P * P = P

/-- The real part of ⟨ψ|A|ψ⟩. -/
def expect (A : DimerOp) (ψ : Site × Site → ℂ) : ℝ := (star ψ ⬝ᵥ A *ᵥ ψ).re

lemma joint_one : joint 1 1 = 1 := by
  ext ⟨⟨a, b⟩, ⟨c, d⟩⟩ ⟨⟨a', b'⟩, ⟨c', d'⟩⟩
  simp only [joint, Matrix.of_apply, Matrix.one_apply, Prod.mk.injEq]
  split_ifs <;> simp_all

lemma joint_swap : joint (pairSwap (Fin 2)) (pairSwap (Fin 2)) = pairSwap Site := by
  ext ⟨⟨a, b⟩, ⟨c, d⟩⟩ ⟨⟨a', b'⟩, ⟨c', d'⟩⟩
  simp only [joint, pairSwap, Matrix.of_apply, Prod.swap_prod_mk, Prod.mk.injEq]
  split_ifs <;> simp_all

/-- The spin triplet and singlet and the orbital operators O1 and O2 are orthogonal projectors. -/
theorem multiplets : IsOrthProj triplet ∧ IsOrthProj singlet ∧
    IsOrthProj orbO1 ∧ IsOrthProj orbO2 := by
  refine ⟨⟨?_, ?_⟩, ⟨?_, ?_⟩, ⟨?_, ?_⟩, ⟨?_, ?_⟩⟩ <;> ext ⟨i, j⟩ ⟨k, l⟩ <;>
    fin_cases i <;> fin_cases j <;> fin_cases k <;> fin_cases l <;>
    norm_num [triplet, singlet, orbO1, orbO2, pairSwap, Matrix.mul_apply,
      Fintype.sum_prod_type, Fin.sum_univ_two, Matrix.one_apply, Matrix.conjTranspose_apply]

/-- A spin projector combined with an orbital projector is a projector of the dimer. -/
theorem isOrthProj_joint {A B : Matrix (Fin 2 × Fin 2) (Fin 2 × Fin 2) ℂ}
    (hA : IsOrthProj A) (hB : IsOrthProj B) : IsOrthProj (joint A B) := by
  constructor
  · have h : (joint A B)ᴴ = joint Aᴴ Bᴴ := by
      ext x y
      simp only [joint, Matrix.conjTranspose_apply, Matrix.of_apply, star_mul']
    rw [h, hA.1, hB.1]
  · have h : joint A B * joint A B = joint (A * A) (B * B) := by
      ext x y
      simp only [joint, Matrix.mul_apply, Matrix.of_apply, Fintype.sum_prod_type,
        Fin.sum_univ_two]
      ring
    rw [h, hA.2, hB.2]

/-- The five spin-orbital multiplets of the dimer resolve the identity. -/
theorem completeness : joint triplet singlet + joint singlet orbO1 + joint singlet orbO2
    + joint triplet triplet + joint singlet singlet = 1 := by
  rw [← joint_one]
  ext x y
  simp only [joint, triplet, singlet, orbO1, Matrix.of_apply, Matrix.add_apply,
    Matrix.sub_apply, Matrix.smul_apply, smul_eq_mul]
  ring

/-- The expectation value of an orthogonal projector is the squared norm of the projected state. -/
theorem expect_proj {P : DimerOp} (hP : IsOrthProj P) (ψ : Site × Site → ℂ) :
    expect P ψ = ∑ x, ‖(P *ᵥ ψ) x‖ ^ 2 := by
  have h : star ψ ⬝ᵥ P *ᵥ ψ = star (P *ᵥ ψ) ⬝ᵥ (P *ᵥ ψ) := by
    rw [Matrix.star_mulVec, hP.1, ← Matrix.dotProduct_mulVec, Matrix.mulVec_mulVec, hP.2]
  rw [expect, h]
  simp only [dotProduct, Pi.star_apply, Complex.re_sum]
  refine Finset.sum_congr rfl fun x _ => ?_
  rw [Complex.sq_norm, Complex.normSq_apply]
  simp [Complex.mul_re]

/-- Without Hund coupling and for `U ≠ 0`, the Hamiltonian is (2t²/U)(swap - 1), and it commutes
with `g ⊗ g` for every 4×4 matrix `g`. -/
theorem hund_zero (t : ℝ) {U : ℝ} (hU : U ≠ 0) :
    U • hamiltonian t U 0 = (2 * t ^ 2) • (pairSwap Site - 1) ∧
    ∀ g : Matrix Site Site ℂ, Commute (hamiltonian t U 0) (g ⊗ₖ g) := by
  have h : hamiltonian t U 0 = (2 * t ^ 2 / U) • (pairSwap Site - 1) := by
    rw [← joint_one, ← joint_swap]
    ext x y
    simp only [hamiltonian, joint, triplet, singlet, orbO1, Matrix.of_apply, Matrix.add_apply,
      Matrix.sub_apply, Matrix.smul_apply, smul_eq_mul, Complex.real_smul, mul_zero, sub_zero,
      add_zero]
    push_cast
    ring
  refine ⟨by rw [h, smul_smul, mul_div_cancel₀ _ hU], fun g => ?_⟩
  -- exchanging the sites does not change g ⊗ g
  have hs : Commute (pairSwap Site) (g ⊗ₖ g) := by
    have e : ∀ z y : Site × Site, z.swap = y ↔ z = y.swap := fun z y =>
      ⟨fun h => by rw [← h, Prod.swap_swap], fun h => by rw [h, Prod.swap_swap]⟩
    ext x y
    have l : (pairSwap Site * (g ⊗ₖ g)) x y = (g ⊗ₖ g) x.swap y := by
      simp only [pairSwap, Matrix.mul_apply, Matrix.of_apply, ite_mul, one_mul, zero_mul,
        Finset.sum_ite_eq, Finset.mem_univ, if_true]
    have r : ((g ⊗ₖ g) * pairSwap Site) x y = (g ⊗ₖ g) x y.swap := by
      simp only [pairSwap, Matrix.mul_apply, Matrix.of_apply, e, mul_ite, mul_one, mul_zero,
        Finset.sum_ite_eq', Finset.mem_univ, if_true]
    rw [l, r]
    exact mul_comm _ _
  rw [h]
  exact (hs.sub_left (Commute.one_left _)).smul_left _


/-- For `t ≠ 0` and `0 < 3J < U`, the energy is at least -4t²/(U - 3J) times the squared norm,
with equality exactly for the spin-triplet, orbital-singlet states. -/
theorem ground_space {t U J : ℝ} (ht : t ≠ 0) (hJ : 0 < J) (hU : 3 * J < U)
    (ψ : Site × Site → ℂ) :
    -(4 * t ^ 2) / (U - 3 * J) * ∑ x, ‖ψ x‖ ^ 2 ≤ expect (hamiltonian t U J) ψ ∧
    (expect (hamiltonian t U J) ψ = -(4 * t ^ 2) / (U - 3 * J) * ∑ x, ‖ψ x‖ ^ 2 ↔
      ψ ∈ LinearMap.range (joint triplet singlet).mulVecLin) := by
  obtain ⟨hT, hS, h1, h2⟩ := multiplets
  -- an orthogonal projector has nonnegative weight, and weight zero only if it annihilates the state
  have w : ∀ {P : DimerOp}, IsOrthProj P →
      0 ≤ expect P ψ ∧ (expect P ψ = 0 → P *ᵥ ψ = 0) := by
    intro P h
    rw [expect_proj h]
    refine ⟨by positivity, fun h0 => funext fun x => ?_⟩
    have := (Finset.sum_eq_zero_iff_of_nonneg
      (fun x _ => sq_nonneg ‖(P *ᵥ ψ) x‖)).1 h0 x (Finset.mem_univ x)
    simpa using this
  have pa := isOrthProj_joint hT hS
  obtain ⟨hb, zb⟩ := w (isOrthProj_joint hS h1)
  obtain ⟨hc, zc⟩ := w (isOrthProj_joint hS h2)
  obtain ⟨hd, zd⟩ := w (isOrthProj_joint hT hT)
  obtain ⟨he, ze⟩ := w (isOrthProj_joint hS hS)
  have hN : expect 1 ψ = ∑ x, ‖ψ x‖ ^ 2 := by
    have h := expect_proj (P := 1) ⟨Matrix.conjTranspose_one, one_mul 1⟩ ψ
    rwa [Matrix.one_mulVec] at h
  have hA : joint triplet singlet *ᵥ ψ = ψ →
      expect (joint triplet singlet) ψ = ∑ x, ‖ψ x‖ ^ 2 := fun h => by
    rw [expect_proj pa, h]
  have hψ : joint triplet singlet *ᵥ ψ + joint singlet orbO1 *ᵥ ψ + joint singlet orbO2 *ᵥ ψ
      + joint triplet triplet *ᵥ ψ + joint singlet singlet *ᵥ ψ = ψ := by
    simp only [← Matrix.add_mulVec, completeness, Matrix.one_mulVec]
  rw [← completeness] at hN
  simp only [expect, Matrix.add_mulVec, dotProduct_add, Complex.add_re] at hN
  simp only [← expect.eq_1] at hN
  have hH : expect (hamiltonian t U J) ψ = -(4 * t ^ 2) *
      (1 / (U - 3 * J) * expect (joint triplet singlet) ψ
      + 1 / (U - J) * expect (joint singlet orbO1) ψ
      + 1 / (U + J) * expect (joint singlet orbO2) ψ) := by
    simp only [expect, hamiltonian, Matrix.smul_mulVec, Matrix.add_mulVec, dotProduct_smul,
      dotProduct_add, Complex.smul_re, Complex.add_re, smul_eq_mul]
  have k0 : 0 < 1 / (U - 3 * J) := one_div_pos.2 (by linarith)
  have k1 : 0 < 1 / (U - 3 * J) - 1 / (U - J) :=
    sub_pos.2 (one_div_lt_one_div_of_lt (by linarith) (by linarith))
  have k2 : 0 < 1 / (U - 3 * J) - 1 / (U + J) :=
    sub_pos.2 (one_div_lt_one_div_of_lt (by linarith) (by linarith))
  have t2 : 0 < 4 * t ^ 2 := by positivity
  generalize expect (joint triplet singlet) ψ = a at *
  generalize expect (joint singlet orbO1) ψ = b at *
  generalize expect (joint singlet orbO2) ψ = c at *
  generalize expect (joint triplet triplet) ψ = d at *
  generalize expect (joint singlet singlet) ψ = e at *
  -- the energy above the bound is a sum of gaps times weights
  have gap : expect (hamiltonian t U J) ψ - -(4 * t ^ 2) / (U - 3 * J) * ∑ x, ‖ψ x‖ ^ 2
      = 4 * t ^ 2 * ((1 / (U - 3 * J) - 1 / (U - J)) * b
        + (1 / (U - 3 * J) - 1 / (U + J)) * c + 1 / (U - 3 * J) * (d + e)) := by
    rw [hH, ← hN]; ring
  have q1 := mul_nonneg k1.le hb
  have q2 := mul_nonneg k2.le hc
  have q3 := mul_nonneg k0.le (add_nonneg hd he)
  refine ⟨by linarith [mul_nonneg t2.le (add_nonneg (add_nonneg q1 q2) q3)], ?_, ?_⟩
  · intro h
    rw [h, sub_self] at gap
    have s := (mul_eq_zero.1 gap.symm).resolve_left t2.ne'
    have b0 := (mul_eq_zero.1 (by linarith : _ * b = 0)).resolve_left k1.ne'
    have c0 := (mul_eq_zero.1 (by linarith : _ * c = 0)).resolve_left k2.ne'
    have s0 := (mul_eq_zero.1 (by linarith : _ * (d + e) = 0)).resolve_left k0.ne'
    rw [zb b0, zc c0, zd (by linarith), ze (by linarith)] at hψ
    exact ⟨ψ, by simpa using hψ⟩
  · rintro ⟨φ, hφ⟩
    have a0 := hA (by rw [← hφ, Matrix.mulVecLin_apply, Matrix.mulVec_mulVec, pa.2])
    have b0 : b = 0 := by linarith
    have c0 : c = 0 := by linarith
    have s0 : d + e = 0 := by linarith
    rw [b0, c0, s0] at gap
    linarith

end

end KugelKhomskiiDimer
```

```lean
#print axioms KugelKhomskiiDimer.hund_zero
-- 'KugelKhomskiiDimer.hund_zero' depends on axioms: [propext, Classical.choice, Quot.sound]
#print axioms KugelKhomskiiDimer.ground_space
-- 'KugelKhomskiiDimer.ground_space' depends on axioms: [propext, Classical.choice, Quot.sound]
```

**From projectors to the energy bound.** `multiplets` checks entry by entry that the four two-particle matrices are Hermitian and idempotent. `isOrthProj_joint` carries this over to the dimer, since adjoints and products of `joint` operators can be taken factor by factor. `completeness` is the five-term resolution of the identity, and `expect_proj` is the formula ⟨ψ|P|ψ⟩ = ‖Pψ‖².

In `hund_zero`, the lemmas `joint_one` and `joint_swap` express 1 and W through spin and orbital factors, after which `ring` confirms the expansion in S and T for each matrix entry. For the commutation, both products have the same entries, g(x₂, y₁) g(x₁, y₂) up to the order of the factors, and `mul_comm` finishes.

In `ground_space`, `hN` says that the weights add up to the squared norm, `hH` expands the energy, and `k0`, `k1` and `k2` are the positive coefficients. The weights w₁ to w₅ become real variables `a` to `e`, and `gap` is the displayed identity for the energy above the bound. The inequality follows by `linarith`. For the equality case, `mul_eq_zero` removes the positive factors one at a time, and `hψ`, the resolution of the identity applied to ψ, reduces to Pt Os ψ = ψ. In the converse direction, idempotence gives w₁ = N, and nonnegativity forces the other weights to zero. Orthogonality between different multiplets is never invoked: completeness and nonnegative weights suffice.

**From a zero weight to a zero vector.** The word "exactly" rests on the Mathlib lemma `Finset.sum_eq_zero_iff_of_nonneg`: a finite sum of nonnegative terms is zero if and only if every term is zero. Inside the auxiliary statement `w`, the expectation value has already been rewritten as a sum of squared moduli over the 16 basis states. The lemma takes a proof that each square is nonnegative, supplied by `sq_nonneg`, and its forward direction `.1` turns the vanishing sum into a statement about each component. `simpa` passes from a zero squared modulus to a zero component, and `funext` assembles the components into `P *ᵥ ψ = 0`. A single vanishing number, the weight, thereby forces a whole vector to vanish, and this is how an equality of energies places ψ in the range of Pt Os.
